# Interacting and Kohn–Sham weight derivatives differ by $\partial G/\partial w$ where smooth stationary density curves meet, for differentiable functionals

After a two-state ensemble Kohn–Sham calculation has converged at weight $w_0$, a code can estimate the excitation energy by taking the Kohn–Sham excitation energy and adding the weight derivative of the Hartree-exchange-correlation functional at fixed density. The correction rests on an identity between two total derivatives. With the external and Kohn–Sham potentials held fixed, it holds when the functionals are differentiable and the interacting and Kohn–Sham densities are stationary, depend differentiably on the weight, and coincide at $w_0$.

## The identity at the converged density

Let $T(w,n)$ be the non-interacting ensemble functional of weight $w$ and density $n$, and $G(w,n)$ the Hartree-exchange-correlation part. Let $v$ be the external potential and $s$ a Kohn–Sham potential, both independent of $w$, and write $\langle v,n\rangle$ for the potential energy of $n$ in $v$. Along the density curves $n(w)$ and $m(w)$, define

$$E(w)=T(w,n(w))+G(w,n(w))+\langle v,n(w)\rangle,$$
$$K(w)=T(w,m(w))+\langle s,m(w)\rangle .$$

Suppose that $T$ and $G$ are differentiable at $(w_0,n_0)$ and both density curves are differentiable at $w_0$. If $n(w_0)=m(w_0)=n_0$ and both densities are stationary at $w_0$, then

$$E'(w_0)=K'(w_0)+\left.\frac{\partial G}{\partial w}\right|_{w_0,\,n_0}.$$

## Excitation energies and finite-difference tests

For an exact two-state Gross–Oliveira–Kohn ensemble with energy $(1-w)E_0+wE_1$, the left side is $E_1-E_0$, and $K'(w_0)$ is the corresponding Kohn–Sham excitation energy. With an approximate differentiable $G$ the identity still gives the slope of the approximate ensemble energy, but that slope may depend on $w_0$ and need not be an exact excitation energy.

The identity also gives a test of an implementation: reconverge the total energy at $w_0\pm h$ and compare the central difference with the right side. In $K'(w_0)$ the potential $s$ stays frozen at its converged value, while $\partial G/\partial w$ is taken with the density frozen.

## Stationarity removes the density response

Take any differentiable functional $F(w,n)$ and potential $v$. The chain rule gives, at $w_0$,

$$\frac{d}{dw}\Big[F(w,n(w))+\langle v,n(w)\rangle\Big]
=\partial_wF+\partial_nF[n'(w_0)]+\langle v,n'(w_0)\rangle .$$

Stationarity says $\partial_nF[x]+\langle v,x\rangle=0$ for every density variation $x$. Setting $x=n'(w_0)$ removes the last two terms and leaves $\partial_wF$.

With $F=T+G$ and potential $v$, this gives $E'(w_0)=\partial_wT+\partial_wG$ at $(w_0,n_0)$. With $F=T$, potential $s$ and curve $m$, it gives $K'(w_0)=\partial_wT$ at the same point. Subtraction yields the identity.

The potential that makes the densities compatible follows from the same conditions. Interacting stationarity reads $\partial_nT+\partial_nG+v=0$, so $\partial_nT+s=0$ holds exactly when $s=v+\partial_nG$.

### One density component, worked through

This is an algebraic model, not a physical ensemble: its slopes below are negative and do not represent excitation energies. Take $T=n^2/2-wn$, $G=n^2/2-3wn$, $v=-2$ and $s=-1$. The interacting energy $n^2-(4w+2)n$ is stationary at $n(w)=2w+1$, and the Kohn–Sham energy $n^2/2-(w+1)n$ at $m(w)=w+1$. Substitution gives

$$E(w)=-(2w+1)^2,\qquad K(w)=-\tfrac12(w+1)^2 .$$

At $w=0$ both densities equal 1. The derivatives are $E'=-4$, $K'=-1$ and $\partial_wG=-3n=-3$, and indeed $-4=-1-3$.

### Unequal densities can break the identity

Keep $s=-1$ and move to $w=0.1$. Both densities are still stationary, but they are now $1.2$ and $1.1$. The left side is $E'=-4.8$, while the right side, with $\partial_wG$ at the interacting density, is $-1.1-3.6=-4.7$. The potential is stale: at this weight $v+\partial_nG=-1.1$. Freezing $s$ at that value instead gives $K'=-1.2$ and restores $-4.8$.

## The Lean file

```lean
import Mathlib

open Filter Topology

namespace EnsembleDFTWeightDerivative

noncomputable section

variable {W D : Type*} [NormedAddCommGroup W] [NormedSpace ℝ W]
  [NormedAddCommGroup D] [NormedSpace ℝ D]

/-- The energy `F(w, n) + ⟨v, n⟩` of a density `n` at ensemble weights `w` in the
external potential `v`. -/
def energy (F : W × D → ℝ) (v : D →L[ℝ] ℝ) (w : W) (n : D) : ℝ :=
  F (w, n) + v n

/-- The density `n` is stationary at weights `w`: the derivative of the energy with respect
to the density exists and vanishes there. -/
def IsStationary (F : W × D → ℝ) (v : D →L[ℝ] ℝ) (w : W) (n : D) : Prop :=
  HasFDerivAt (fun ρ => energy F v w ρ) (0 : D →L[ℝ] ℝ) n

/-- The partial derivative of a functional with respect to the weights, at fixed density. -/
def weightDeriv (F : W × D → ℝ) (w : W) (n : D) : W →L[ℝ] ℝ :=
  fderiv ℝ (fun u => F (u, n)) w

/-- A functional differentiable at `(w, n)` is differentiable in the weights at fixed
density, with derivative `weightDeriv`. -/
theorem hasFDerivAt_weight {F : W × D → ℝ} {w : W} {n : D}
    (hF : DifferentiableAt ℝ F (w, n)) :
    HasFDerivAt (fun u => F (u, n)) (weightDeriv F w n) w :=
  (DifferentiableAt.comp (f := fun u : W => (u, n)) w hF
    (hasFDerivAt_prodMk_left w n).differentiableAt).hasFDerivAt

/-- Envelope theorem: along a differentiable curve of densities that is stationary at `w₀`,
the energy of a differentiable functional changes at `w₀` only through the explicit weight
dependence of the functional. -/
theorem envelope {F : W × D → ℝ} {v : D →L[ℝ] ℝ} {n : W → D} {w₀ : W}
    (hF : DifferentiableAt ℝ F (w₀, n w₀)) (hn : DifferentiableAt ℝ n w₀)
    (hstat : IsStationary F v w₀ (n w₀)) :
    HasFDerivAt (fun w => energy F v w (n w)) (weightDeriv F w₀ (n w₀)) w₀ := by
  have hL := hF.hasFDerivAt
  set L := fderiv ℝ F (w₀, n w₀)
  -- the two partial derivatives of the functional
  have hw : HasFDerivAt (fun u => F (u, n w₀)) (L.comp (ContinuousLinearMap.inl ℝ W D)) w₀ :=
    HasFDerivAt.comp (f := fun u : W => (u, n w₀)) w₀ hL (hasFDerivAt_prodMk_left w₀ (n w₀))
  have hd : HasFDerivAt (fun ρ => F (w₀, ρ)) (L.comp (ContinuousLinearMap.inr ℝ W D)) (n w₀) :=
    HasFDerivAt.comp (f := fun ρ : D => (w₀, ρ)) (n w₀) hL (hasFDerivAt_prodMk_right w₀ (n w₀))
  -- stationarity: the density derivative balances the potential
  have h0 : L.comp (ContinuousLinearMap.inr ℝ W D) + v = 0 :=
    HasFDerivAt.unique (hd.add v.hasFDerivAt) hstat
  have h0' : ∀ x : D, L (0, x) + v x = 0 := fun x => by
    simpa using congrArg (fun A : D →L[ℝ] ℝ => A x) h0
  -- chain rule along the curve
  have hc : HasFDerivAt (fun w => (w, n w))
      ((ContinuousLinearMap.id ℝ W).prod (fderiv ℝ n w₀)) w₀ :=
    (hasFDerivAt_id w₀).prodMk hn.hasFDerivAt
  have h1 := HasFDerivAt.comp (f := fun w : W => (w, n w)) w₀ hL hc
  have h2 := HasFDerivAt.comp (f := n) w₀ (v.hasFDerivAt (x := n w₀)) hn.hasFDerivAt
  have hwd : weightDeriv F w₀ (n w₀) = L.comp (ContinuousLinearMap.inl ℝ W D) := hw.fderiv
  rw [hwd]
  refine HasFDerivAt.congr_fderiv (h1.add h2) ?_
  ext x
  have hsplit : L (x, fderiv ℝ n w₀ x) = L (x, 0) + L (0, fderiv ℝ n w₀ x) := by
    rw [← map_add]
    simp
  change L (x, fderiv ℝ n w₀ x) + v (fderiv ℝ n w₀ x) = L (x, 0)
  linarith [h0' (fderiv ℝ n w₀ x)]

/-- Let the interacting and Kohn-Sham density curves be differentiable, stationary and equal
at `w₀`, with `T` and `G` differentiable there. Then the weight derivative of the interacting
energy is that of the Kohn-Sham energy at fixed potential `s` plus the partial weight
derivative of `G`. -/
theorem ensemble_weight_derivative {T G : W × D → ℝ} {v s : D →L[ℝ] ℝ} {n m : W → D} {w₀ : W}
    (hT : DifferentiableAt ℝ T (w₀, n w₀)) (hG : DifferentiableAt ℝ G (w₀, n w₀))
    (hn : DifferentiableAt ℝ n w₀) (hm : DifferentiableAt ℝ m w₀) (hmn : m w₀ = n w₀)
    (hint : IsStationary (T + G) v w₀ (n w₀)) (hks : IsStationary T s w₀ (m w₀)) :
    HasFDerivAt (fun w => energy (T + G) v w (n w))
      (fderiv ℝ (fun w => energy T s w (m w)) w₀ + weightDeriv G w₀ (n w₀)) w₀ := by
  have h1 := envelope (hT.add hG) hn hint
  have h2 := envelope (by rw [hmn]; exact hT) hm hks
  -- the explicit weight dependence is additive
  have h3 : weightDeriv (T + G) w₀ (n w₀) = weightDeriv T w₀ (n w₀) + weightDeriv G w₀ (n w₀) :=
    ((hasFDerivAt_weight hT).add (hasFDerivAt_weight hG)).fderiv
  rw [h2.fderiv, hmn, ← h3]
  exact h1

/-- The same relation for a single real ensemble weight, in ordinary derivatives, under the
same conditions of differentiability, stationarity and equal densities at `w₀`. -/
theorem single_weight_derivative {T G : ℝ × D → ℝ} {v s : D →L[ℝ] ℝ} {n m : ℝ → D} {w₀ : ℝ}
    (hT : DifferentiableAt ℝ T (w₀, n w₀)) (hG : DifferentiableAt ℝ G (w₀, n w₀))
    (hn : DifferentiableAt ℝ n w₀) (hm : DifferentiableAt ℝ m w₀) (hmn : m w₀ = n w₀)
    (hint : IsStationary (T + G) v w₀ (n w₀)) (hks : IsStationary T s w₀ (m w₀)) :
    deriv (fun w => energy (T + G) v w (n w)) w₀ =
      deriv (fun w => energy T s w (m w)) w₀ + deriv (fun w => G (w, n w₀)) w₀ := by
  rw [(ensemble_weight_derivative hT hG hn hm hmn hint hks).hasDerivAt.deriv]
  simp [weightDeriv]

omit [NormedAddCommGroup W] [NormedSpace ℝ W] in
/-- Let `n` be stationary for the interacting problem and `G` differentiable in the density
there. Then `n` is stationary for the Kohn-Sham problem exactly when the Kohn-Sham potential
is `v` plus the density derivative of `G`. -/
theorem kohnSham_potential_iff {T G : W × D → ℝ} {v s : D →L[ℝ] ℝ} {w : W} {n : D}
    (hG : DifferentiableAt ℝ (fun ρ => G (w, ρ)) n) (hint : IsStationary (T + G) v w n) :
    IsStationary T s w n ↔ s = v + fderiv ℝ (fun ρ => G (w, ρ)) n := by
  have e : (fun ρ => energy T s w ρ) =
      fun ρ => energy (T + G) v w ρ - G (w, ρ) + (s - v) ρ := by
    funext ρ
    change T (w, ρ) + s ρ = T (w, ρ) + G (w, ρ) + v ρ - G (w, ρ) + (s ρ - v ρ)
    ring
  have h : HasFDerivAt (fun ρ => energy T s w ρ)
      (0 - fderiv ℝ (fun ρ => G (w, ρ)) n + (s - v)) n := by
    rw [e]
    exact (HasFDerivAt.sub hint hG.hasFDerivAt).add (s - v).hasFDerivAt
  constructor
  · intro hs
    have h0 := HasFDerivAt.unique h hs
    linear_combination (norm := module) h0
  · intro hs
    refine HasFDerivAt.congr_fderiv h ?_
    rw [hs]
    module

/-- Model functional `T(w, n) = n²/2 - w n` for a one-component density. -/
def modelT (p : ℝ × ℝ) : ℝ := p.2 ^ 2 / 2 - p.1 * p.2

/-- Model functional `G(w, n) = n²/2 - 3 w n` for a one-component density. -/
def modelG (p : ℝ × ℝ) : ℝ := p.2 ^ 2 / 2 - 3 * p.1 * p.2

/-- The constant potential `c`, acting on a one-component density as `n ↦ c n`. -/
def pot (c : ℝ) : ℝ →L[ℝ] ℝ := c • ContinuousLinearMap.id ℝ ℝ

/-- The derivative of the quadratic `a x² + b x + c` is `2 a x + b`. -/
theorem hasDerivAt_quadratic (a b c x : ℝ) :
    HasDerivAt (fun y : ℝ => a * y ^ 2 + b * y + c) (2 * a * x + b) x := by
  refine ((((hasDerivAt_pow 2 x).const_mul a).fun_add
    ((hasDerivAt_id' x).const_mul b)).add_const c).congr_deriv ?_
  norm_num
  ring

/-- In the model with `v = -2` and `s = -1`, the densities `2w + 1` and `w + 1` are stationary
for the interacting and the Kohn-Sham problem at every `w`, and they agree only at `w = 0`. -/
theorem ensemble_weight_derivative_witness :
    Differentiable ℝ modelT ∧ Differentiable ℝ modelG ∧
    (∀ w : ℝ, IsStationary (modelT + modelG) (pot (-2)) w (2 * w + 1)) ∧
    (∀ w : ℝ, IsStationary modelT (pot (-1)) w (w + 1)) ∧
    (∀ w : ℝ, w + 1 = 2 * w + 1 ↔ w = 0) := by
  refine ⟨by unfold modelT; fun_prop, by unfold modelG; fun_prop, fun w => ?_, fun w => ?_,
    fun w => ⟨fun h => by linarith, fun h => by rw [h]; ring⟩⟩
  · have e : (fun ρ => energy (modelT + modelG) (pot (-2)) w ρ) =
        fun ρ => 1 * ρ ^ 2 + (-(4 * w + 2)) * ρ + 0 := by
      funext ρ
      change ρ ^ 2 / 2 - w * ρ + (ρ ^ 2 / 2 - 3 * w * ρ) + (-2) * ρ = _
      ring
    unfold IsStationary
    rw [e]
    refine (hasDerivAt_quadratic _ _ _ _).hasFDerivAt.congr_fderiv ?_
    ext
    simp
    ring
  · have e : (fun ρ => energy modelT (pot (-1)) w ρ) =
        fun ρ => (1 / 2) * ρ ^ 2 + (-(w + 1)) * ρ + 0 := by
      funext ρ
      change ρ ^ 2 / 2 - w * ρ + (-1) * ρ = _
      ring
    unfold IsStationary
    rw [e]
    refine (hasDerivAt_quadratic _ _ _ _).hasFDerivAt.congr_fderiv ?_
    ext
    simp

/-- In the model with `v = -2`, `s = -1` and the density curves `2w + 1` and `w + 1`, the relation
between the two weight derivatives, with that of `G` taken at the interacting density, holds at
`w = 0` and at no other weight. -/
theorem model_relation_iff (w : ℝ) :
    deriv (fun u => energy (modelT + modelG) (pot (-2)) u (2 * u + 1)) w =
      deriv (fun u => energy modelT (pot (-1)) u (u + 1)) w +
        deriv (fun u => modelG (u, 2 * w + 1)) w ↔ w = 0 := by
  have e1 : (fun u => energy (modelT + modelG) (pot (-2)) u (2 * u + 1)) =
      fun u => (-4) * u ^ 2 + (-4) * u + (-1) := by
    funext u
    change (2 * u + 1) ^ 2 / 2 - u * (2 * u + 1) +
      ((2 * u + 1) ^ 2 / 2 - 3 * u * (2 * u + 1)) + (-2) * (2 * u + 1) = _
    ring
  have e2 : (fun u => energy modelT (pot (-1)) u (u + 1)) =
      fun u => (-1 / 2) * u ^ 2 + (-1) * u + (-1 / 2) := by
    funext u
    change (u + 1) ^ 2 / 2 - u * (u + 1) + (-1) * (u + 1) = _
    ring
  have e3 : (fun u => modelG (u, 2 * w + 1)) =
      fun u => 0 * u ^ 2 + (-3 * (2 * w + 1)) * u + (2 * w + 1) ^ 2 / 2 := by
    funext u
    change (2 * w + 1) ^ 2 / 2 - 3 * u * (2 * w + 1) = _
    ring
  rw [e1, e2, e3, (hasDerivAt_quadratic _ _ _ w).deriv, (hasDerivAt_quadratic _ _ _ w).deriv,
    (hasDerivAt_quadratic _ _ _ w).deriv]
  constructor <;> intro h <;> linarith

end

end EnsembleDFTWeightDerivative
```

```lean
#print axioms EnsembleDFTWeightDerivative.ensemble_weight_derivative
#print axioms EnsembleDFTWeightDerivative.single_weight_derivative
#print axioms EnsembleDFTWeightDerivative.kohnSham_potential_iff
#print axioms EnsembleDFTWeightDerivative.model_relation_iff
```

```
'EnsembleDFTWeightDerivative.ensemble_weight_derivative' depends on axioms: [propext, Classical.choice, Quot.sound]
'EnsembleDFTWeightDerivative.single_weight_derivative' depends on axioms: [propext, Classical.choice, Quot.sound]
'EnsembleDFTWeightDerivative.kohnSham_potential_iff' depends on axioms: [propext, Classical.choice, Quot.sound]
'EnsembleDFTWeightDerivative.model_relation_iff' depends on axioms: [propext, Classical.choice, Quot.sound]
```

## Scope of the theorems and the steps behind them

**Objects and conventions.** The weights live in a real normed space `W` and the densities in a real normed space `D`. Taking `W` as $\mathbb R$ and `D` as $\mathbb R^M$ covers one weight and a density on $M$ grid points or basis components; several weights are covered too. A potential is a continuous linear functional `D →L[ℝ] ℝ`, so any quadrature weights are part of the pairing $\langle v,n\rangle$. `energy F v w n` is $F(w,n)+\langle v,n\rangle$, `IsStationary` says that its density derivative exists and is zero, and `weightDeriv` is the weight derivative at fixed density.

**The main statement.** `ensemble_weight_derivative` says that $E$ is differentiable at $w_0$, with derivative equal to that of $K$ plus `weightDeriv G w₀ (n w₀)`. For several weights these derivatives are linear maps on weight changes; `single_weight_derivative` gives the formula for one real weight. All conditions are imposed at $w_0$ only:

- `hT` and `hG` require $T$ and $G$ to be jointly differentiable in weight and density.
- `hn` and `hm` require both densities to respond differentiably to the weight, which excludes a jump to another solution at $w_0$.
- `hmn` requires the Kohn–Sham system to reproduce the interacting density.
- `hint` and `hks` express converged, stationary solutions; neither has to be a minimum.

**Assumptions left to the application.** The theorems concern given functionals and curves. They do not derive $T$ and $G$ from a many-electron Hamiltonian, establish the Gross–Oliveira–Kohn variational principle, or show that suitable density curves exist. Identifying $E'$ with an excitation energy therefore needs the ensemble theory as a separate input.

Two further points matter in a code. The derivatives are two-sided, so at the physical endpoint $w_0=0$ the functionals and curves must extend differentiably to negative weights. Stationarity also concerns every variation in `D`; for a fixed electron number, `D` should be the space of number-conserving deviations from a reference density. An SCF residual or finite-difference error is not bounded by these theorems.

**From the derivation to the proof.** `hasFDerivAt_weight` obtains the partial weight derivative from joint differentiability. In `envelope`, `L` is the full derivative of the functional. Uniqueness of derivatives turns stationarity into `h0`, the balance between $\partial_nF$ and $v$. The chain rule supplies `h1` and `h2`, `hsplit` separates the explicit weight change from the density response, and `linarith` cancels the response.

`ensemble_weight_derivative` applies `envelope` twice, uses `hmn` to evaluate both results at the same density, and adds the partial derivatives of $T$ and $G$ in `h3`. `single_weight_derivative` converts the result to ordinary derivatives.

`kohnSham_potential_iff` proves the condition $s=v+\partial_nG$ by writing the Kohn–Sham energy as the interacting energy minus $G$ plus $\langle s-v,n\rangle$, then differentiating. It needs $G$ to be differentiable in the density and the density to be stationary for the interacting problem.

The worked example is encoded by `modelT`, `modelG` and `pot`. `hasDerivAt_quadratic` differentiates its polynomials. `ensemble_weight_derivative_witness` verifies differentiability, stationarity at every weight, and equality of the densities only at $w=0$. `model_relation_iff` compares the slopes $-8w-4$ and $-7w-4$, and so shows that, with $s=-1$ kept at every weight, the identity holds in this model exactly at $w=0$.
